# With a fully softened Coulomb kernel for the solvent response, the nonlocal Born energy stays finite as the ionic radius goes to zero

In a simple model of a solvent whose whole response is softened over one correlation length $L>0$, with dielectric prefactor $C>0$, an ion of charge $q\neq 0$ and radius $a>0$ has the nonlocal Born energy

$$E(a)=-\frac{Cq^2}{2a}\left[1-\frac{L}{2a}\left(1-e^{-2a/L}\right)\right].$$

Its magnitude is below the local Born value $Cq^2/(2a)$ at every radius, and $E(a)\to -Cq^2/(2L)$ as $a\to0^+$. I can see this by expanding the exponential, but I would like a rigorous argument with inequalities that hold at all radii, and a version checked by machine. Can this be done in Lean 4 with Mathlib, and can it also show where the formula comes from?

## The correlation length takes over from the radius

Yes. The formula comes from averaging a softened Coulomb kernel over a charged sphere, and both claims follow from elementary bounds on $e^{-x}$.

Spread the charge uniformly over a sphere of radius $a$. Two independent points on it, seen from the centre under an angle $\theta$, are a distance $s$ apart with $s^2=2a^2(1-\cos\theta)$. Since $\cos\theta$ is uniform on $[-1,1]$, the distance has density $s/(2a^2)$ on $[0,2a]$. Let the solvent response between two charge elements be proportional to $(1-e^{-s/L})/s$, which is Coulombic at long range and finite at contact. Then

$$-\frac{Cq^2}{2}\int_0^{2a}\frac{1-e^{-s/L}}{s}\,\frac{s}{2a^2}\,ds
=-\frac{Cq^2}{2}\cdot\frac{2a-L(1-e^{-2a/L})}{2a^2}=E(a).$$

With $x=2a/L$, the ratio of ionic diameter to correlation length, this becomes

$$E(a)=-\frac{Cq^2}{L}\,h(x),\qquad h(x)=\frac{x-1+e^{-x}}{x^2}.$$

**Bounds on the profile.** A differentiable function that vanishes at zero and has positive slope for $x>0$ is positive there. The function $x-1+e^{-x}$ has slope $1-e^{-x}>0$, so it is positive. It is in turn the slope of $1-x+x^2/2-e^{-x}$, which is therefore positive, and this is the slope of $e^{-x}-(1-x+x^2/2-x^3/6)$, which is positive too. Adding $x-1$ to the resulting bounds on $e^{-x}$ and dividing by $x^2$ gives, for $x>0$,

$$0<h(x)<\tfrac12,\qquad h(x)>\tfrac12-\tfrac{x}{6}.$$

**Magnitude.** Multiplying out the definition gives

$$E(a)+\frac{Cq^2}{2a}=\frac{Cq^2L}{4a^2}\left(1-e^{-2a/L}\right)>0,$$

so $E(a)>-Cq^2/(2a)$. Since $h>0$, also $E(a)<0$. Together these say $|E(a)|<Cq^2/(2a)$.

**Small ions.** Inserting $x=2a/L$ into the bounds on $h$ gives

$$0<E(a)+\frac{Cq^2}{2L}<\frac{Cq^2a}{3L^2}.$$

The right side vanishes with $a$, which proves the limit and gives an explicit error.

**Dependence on radius.** Differentiating,

$$h'(x)=-\frac{g(x)}{x^3},\qquad g(x)=x-2+(x+2)e^{-x}.$$

Here $g(0)=0$ and $g'(x)=1-(x+1)e^{-x}>0$ for $x>0$, because $e^x>1+x$. Hence $h$ decreases and $E$ increases strictly with $a$: of two ions with the same magnitude of charge in the same solvent, the smaller is the more strongly solvated, down to the finite limit.

**The local limit.** The difference $E(a)+Cq^2/(2a)$ is less than $Cq^2L/(4a^2)$, a fraction $L/(2a)$ of the local Born magnitude. Letting $L\to0$ at fixed radius therefore recovers the local Born energy.

## What `nonlocal_born_regularization` says

All quantities are real numbers in any consistent set of units. `bornEnergy C q a` is the local energy $-Cq^2/(2a)$, `nonlocalBornEnergy C q L a` is $E(a)$, and `profile` is $h$. The hypotheses are `0 < C`, `q ≠ 0` and `0 < L`, so cations and anions are both covered. For a neutral particle both energies vanish and the strict inequality fails.

The conclusion has two parts. The first is the bound on $|E(a)|$ for every `a` with `0 < a`. The second is a `Tendsto` statement in which `𝓝[>] 0` means that the radius approaches zero through positive values; the value of the Lean function at $a=0$ plays no role.

The constant $C$ stands for the strength of the solvent's dielectric response. In the local model it is $(1-1/\varepsilon)/(4\pi\varepsilon_0)$ in SI units, with $\varepsilon$ the relative permittivity of the solvent and $\varepsilon_0$ that of vacuum in absolute terms, and it is positive when $\varepsilon>1$. The length $L$ stands for the distance over which the solvent's polarisation is correlated. Both are inputs. The kernel is postulated as well: it is not derived from a nonlocal Poisson equation, and being a function of distance alone, it ignores the cavity that the ion cuts out of the solvent. It also softens the whole response: a part that stayed local would add a term proportional to $1/s$ to the kernel, and with it an energy that diverges as $1/a$. The theorem `energy_eq_shell_average` evaluates the integral with the distance density already inserted; the geometric argument for that density is the one given above.

Some dielectric continuum models used alongside electronic-structure calculations solve the local Poisson equation with the vacuum permittivity inside a sharp cavity and the uniform permittivity of the solvent outside it. For a point charge centred in a spherical cavity, their electrostatic solvation energy is the local Born energy. The theorem shows that, with the kernel postulated here, a single correlation length removes the $1/a$ divergence for a rigid charged shell in a linear solvent.

```lean
import Mathlib

open Filter Topology Set

namespace NonlocalBorn

noncomputable section

/-- The local Born solvation energy of an ion of charge `q` and radius `a`,
with dielectric prefactor `C`. -/
def bornEnergy (C q a : ℝ) : ℝ := -(C * q ^ 2 / (2 * a))

/-- The nonlocal Born solvation energy in a solvent with correlation length `L`. -/
def nonlocalBornEnergy (C q L a : ℝ) : ℝ :=
  -(C * q ^ 2 / (2 * a)) * (1 - L / (2 * a) * (1 - Real.exp (-(2 * a / L))))

/-- The dimensionless energy profile as a function of the ratio `x` of ionic diameter
to correlation length. -/
def profile (x : ℝ) : ℝ := (x - 1 + Real.exp (-x)) / x ^ 2

/-- A function that is differentiable everywhere, vanishes at zero and has positive slope at
positive arguments is positive there. -/
theorem pos_of_slope_pos {f f' : ℝ → ℝ} (h : ∀ y, HasDerivAt f (f' y) y)
    (h0 : f 0 = 0) (hp : ∀ y, 0 < y → 0 < f' y) {x : ℝ} (hx : 0 < x) : 0 < f x := by
  obtain ⟨c, hc, hs⟩ := exists_hasDerivAt_eq_slope f f' hx
    (fun y _ => (h y).continuousAt.continuousWithinAt) (fun y _ => h y)
  rw [h0, sub_zero, sub_zero, eq_div_iff hx.ne'] at hs
  rw [← hs]
  exact mul_pos (hp c hc.1) hx

/-- The derivative of the decaying exponential `exp (-x)` is `-exp (-x)`. -/
theorem hasDerivAt_decay (x : ℝ) :
    HasDerivAt (fun y : ℝ => Real.exp (-y)) (-Real.exp (-x)) x :=
  ((hasDerivAt_id' x).fun_neg.exp).congr_deriv (by ring)

/-- For positive `x` the energy profile is positive and lies between `1/2 - x/6`
and `1/2`. -/
theorem profile_bounds {x : ℝ} (hx : 0 < x) :
    0 < profile x ∧ 1 / 2 - x / 6 < profile x ∧ profile x < 1 / 2 := by
  have first : ∀ y : ℝ, 0 < y → 0 < -1 + y + Real.exp (-y) := fun y hy => by
    have := Real.add_one_lt_exp (neg_ne_zero.mpr hy.ne')
    linarith
  -- integrate the first-order bound once, then once more
  have second : ∀ y : ℝ, 0 < y → 0 < 1 - y + y * y / 2 - Real.exp (-y) := fun y hy =>
    pos_of_slope_pos (f := fun y => 1 - y + y * y / 2 - Real.exp (-y))
      (f' := fun y => -1 + y + Real.exp (-y))
      (fun y => ((((hasDerivAt_const y (1 : ℝ)).fun_sub (hasDerivAt_id' y)).fun_add
        (((hasDerivAt_id' y).fun_mul (hasDerivAt_id' y)).div_const 2)).fun_sub
        (hasDerivAt_decay y)).congr_deriv (by ring))
      (by simp) first hy
  have third : 0 < Real.exp (-x) - (1 - x + x * x / 2 - x * x * x / 6) :=
    pos_of_slope_pos (f := fun y => Real.exp (-y) - (1 - y + y * y / 2 - y * y * y / 6))
      (f' := fun y => 1 - y + y * y / 2 - Real.exp (-y))
      (fun y => ((hasDerivAt_decay y).fun_sub
        ((((hasDerivAt_const y (1 : ℝ)).fun_sub (hasDerivAt_id' y)).fun_add
        (((hasDerivAt_id' y).fun_mul (hasDerivAt_id' y)).div_const 2)).fun_sub
        ((((hasDerivAt_id' y).fun_mul (hasDerivAt_id' y)).fun_mul
          (hasDerivAt_id' y)).div_const 6))).congr_deriv (by ring))
      (by simp) second hx
  have h1 := first x hx
  have h2 := second x hx
  have hx2 : 0 < x ^ 2 := by positivity
  unfold profile
  refine ⟨div_pos (by linarith) hx2, ?_, ?_⟩
  · rw [lt_div_iff₀ hx2]
    nlinarith
  · rw [div_lt_iff₀ hx2]
    nlinarith

/-- The energy profile strictly decreases with the ratio of ionic diameter to
correlation length. -/
theorem profile_strictAntiOn : StrictAntiOn profile (Ioi 0) := by
  have hsign : ∀ x : ℝ, 0 < x → 0 < x - 2 + (x + 2) * Real.exp (-x) := fun x hx =>
    pos_of_slope_pos (f := fun y => y - 2 + (y + 2) * Real.exp (-y))
      (f' := fun y => 1 - (y + 1) * Real.exp (-y))
      (fun y => (((hasDerivAt_id' y).fun_sub (hasDerivAt_const y (2 : ℝ))).fun_add
        (((hasDerivAt_id' y).fun_add (hasDerivAt_const y (2 : ℝ))).fun_mul
          (hasDerivAt_decay y))).congr_deriv (by ring))
      (by norm_num)
      (fun y hy => by
        have h1 := mul_pos (sub_pos.mpr (Real.add_one_lt_exp hy.ne')) (Real.exp_pos (-y))
        have h2 : Real.exp y * Real.exp (-y) = 1 := by rw [← Real.exp_add]; simp
        show 0 < 1 - (y + 1) * Real.exp (-y)
        nlinarith) hx
  have hd : ∀ x : ℝ, 0 < x →
      HasDerivAt profile (-(x - 2 + (x + 2) * Real.exp (-x)) / x ^ 3) x := fun x hx => by
    have hf : profile = fun y => (y - 1 + Real.exp (-y)) / (y * y) := by
      funext y
      simp only [profile, pow_two]
    rw [hf]
    refine ((((hasDerivAt_id' x).fun_sub (hasDerivAt_const x (1 : ℝ))).fun_add
      (hasDerivAt_decay x)).fun_div ((hasDerivAt_id' x).fun_mul (hasDerivAt_id' x))
      (mul_pos hx hx).ne').congr_deriv ?_
    generalize Real.exp (-x) = e
    have hx0 := hx.ne'
    rw [div_eq_div_iff (by positivity) (by positivity)]
    ring
  refine strictAntiOn_of_deriv_neg (convex_Ioi 0)
    (fun x hx => (hd x hx).continuousAt.continuousWithinAt) (fun x hx => ?_)
  rw [interior_Ioi] at hx
  have hx' : 0 < x := hx
  rw [(hd x hx').deriv]
  exact div_neg_of_neg_of_pos (neg_neg_of_pos (hsign x hx')) (by positivity)

/-- The nonlocal Born energy is `-C q² / L` times the profile at `2 a / L`. -/
theorem energy_eq_profile (C q : ℝ) {L a : ℝ} (hL : 0 < L) (ha : 0 < a) :
    nonlocalBornEnergy C q L a = -(C * q ^ 2 / L) * profile (2 * a / L) := by
  unfold nonlocalBornEnergy profile
  generalize Real.exp (-(2 * a / L)) = e
  field_simp
  ring

/-- The nonlocal Born energy is `-C q² / 2` times the integral over `s` from `0` to `2a` of the
kernel `(1 - exp (-s/L)) / s` weighted by `s / (2 a²)`. -/
theorem energy_eq_shell_average (C q : ℝ) {L a : ℝ} (hL : 0 < L) (ha : 0 < a) :
    nonlocalBornEnergy C q L a = -(C * q ^ 2 / 2) *
      ∫ s in (0 : ℝ)..(2 * a), (1 - Real.exp (-(s / L))) / s * (s / (2 * a ^ 2)) := by
  -- the factor `s` in the density cancels the `1/s` in the kernel
  have hc : (fun s : ℝ => (1 - Real.exp (-(s / L))) / s * (s / (2 * a ^ 2))) =
      fun s => (1 - Real.exp (-(s / L))) / (2 * a ^ 2) := by
    funext s
    rcases eq_or_ne s 0 with rfl | hs
    · simp
    · field_simp
  have hF : ∀ s : ℝ, HasDerivAt (fun s => (s + L * Real.exp (-(s / L))) / (2 * a ^ 2))
      ((1 - Real.exp (-(s / L))) / (2 * a ^ 2)) s := fun s => by
    have hk : L * (Real.exp (-(s / L)) * -(1 / L)) = -Real.exp (-(s / L)) := by
      field_simp
    exact (((hasDerivAt_id' s).fun_add
      ((((hasDerivAt_id' s).div_const L).fun_neg.exp).const_mul L)).div_const
      (2 * a ^ 2)).congr_deriv (by rw [hk]; ring)
  rw [hc, intervalIntegral.integral_eq_sub_of_hasDerivAt (fun s _ => hF s)
    ((by fun_prop : Continuous fun s : ℝ =>
      (1 - Real.exp (-(s / L))) / (2 * a ^ 2)).intervalIntegrable _ _)]
  simp only [zero_div, neg_zero, Real.exp_zero, nonlocalBornEnergy]
  generalize Real.exp (-(2 * a / L)) = e
  field_simp
  ring

/-- The nonlocal energy lies above the local Born energy, by less than
`C q² L / (4 a²)`. -/
theorem energy_sub_born {C q L a : ℝ} (hC : 0 < C) (hq : q ≠ 0) (hL : 0 < L) (ha : 0 < a) :
    0 < nonlocalBornEnergy C q L a - bornEnergy C q a ∧
      nonlocalBornEnergy C q L a - bornEnergy C q a < C * q ^ 2 * L / (4 * a ^ 2) := by
  have hK : 0 < C * q ^ 2 * L / (4 * a ^ 2) := by positivity
  have he : Real.exp (-(2 * a / L)) < 1 :=
    Real.exp_lt_one_iff.mpr (neg_neg_of_pos (by positivity))
  have he0 := Real.exp_pos (-(2 * a / L))
  have heq : nonlocalBornEnergy C q L a - bornEnergy C q a =
      C * q ^ 2 * L / (4 * a ^ 2) * (1 - Real.exp (-(2 * a / L))) := by
    unfold nonlocalBornEnergy bornEnergy
    ring
  rw [heq]
  exact ⟨mul_pos hK (by linarith), by nlinarith [mul_pos hK he0]⟩

/-- The nonlocal Born energy is smaller in magnitude than `C q² / (2a)` at every radius,
and it tends to the finite value `-C q² / (2L)` as the radius tends to zero. -/
theorem nonlocal_born_regularization {C q L : ℝ} (hC : 0 < C) (hq : q ≠ 0) (hL : 0 < L) :
    (∀ a, 0 < a → |nonlocalBornEnergy C q L a| < C * q ^ 2 / (2 * a)) ∧
      Tendsto (nonlocalBornEnergy C q L) (𝓝[>] 0) (𝓝 (-(C * q ^ 2 / (2 * L)))) := by
  constructor
  · intro a ha
    have h1 := (energy_sub_born hC hq hL ha).1
    have h2 : 0 < C * q ^ 2 / L * profile (2 * a / L) :=
      mul_pos (by positivity) (profile_bounds (by positivity)).1
    have h3 := energy_eq_profile C q hL ha
    have h4 : 0 < C * q ^ 2 / (2 * a) := by positivity
    unfold bornEnergy at h1
    exact abs_lt.mpr ⟨by linarith, by linarith⟩
  · -- squeeze the profile between its Taylor bounds
    have hl : Tendsto (fun a : ℝ => 1 / 2 - 2 * a / L / 6) (𝓝[>] 0) (𝓝 (1 / 2)) := by
      have h : Continuous fun a : ℝ => 1 / 2 - 2 * a / L / 6 := by fun_prop
      simpa using (h.tendsto 0).mono_left nhdsWithin_le_nhds
    have hp : Tendsto (fun a : ℝ => profile (2 * a / L)) (𝓝[>] 0) (𝓝 (1 / 2)) := by
      refine tendsto_of_tendsto_of_tendsto_of_le_of_le' hl tendsto_const_nhds ?_ ?_
      · filter_upwards [self_mem_nhdsWithin] with a ha
        have ha' : 0 < a := ha
        exact (profile_bounds (by positivity)).2.1.le
      · filter_upwards [self_mem_nhdsWithin] with a ha
        have ha' : 0 < a := ha
        exact (profile_bounds (by positivity)).2.2.le
    have hv : -(C * q ^ 2 / (2 * L)) = -(C * q ^ 2 / L) * (1 / 2) := by ring
    rw [hv]
    refine (hp.const_mul (-(C * q ^ 2 / L))).congr' ?_
    filter_upwards [self_mem_nhdsWithin] with a ha
    exact (energy_eq_profile C q hL ha).symm

/-- At radius `a` the energy exceeds `-C q² / (2L)` by a positive amount
smaller than `C q² a / (3 L²)`. -/
theorem small_radius_error {C q L a : ℝ} (hC : 0 < C) (hq : q ≠ 0) (hL : 0 < L)
    (ha : 0 < a) :
    0 < nonlocalBornEnergy C q L a + C * q ^ 2 / (2 * L) ∧
      nonlocalBornEnergy C q L a + C * q ^ 2 / (2 * L) < C * q ^ 2 * a / (3 * L ^ 2) := by
  have hK : 0 < C * q ^ 2 / L := by positivity
  obtain ⟨-, h1, h2⟩ := profile_bounds (x := 2 * a / L) (by positivity)
  have heq : nonlocalBornEnergy C q L a + C * q ^ 2 / (2 * L) =
      C * q ^ 2 / L * (1 / 2 - profile (2 * a / L)) := by
    rw [energy_eq_profile C q hL ha]
    ring
  have hr : C * q ^ 2 * a / (3 * L ^ 2) = C * q ^ 2 / L * (2 * a / L / 6) := by ring
  rw [heq, hr]
  exact ⟨mul_pos hK (by linarith), mul_lt_mul_of_pos_left (by linarith) hK⟩

/-- The nonlocal Born energy strictly increases with the ionic radius. -/
theorem energy_strictMonoOn {C q L : ℝ} (hC : 0 < C) (hq : q ≠ 0) (hL : 0 < L) :
    StrictMonoOn (nonlocalBornEnergy C q L) (Ioi 0) := by
  intro a ha b hb hab
  have ha' : 0 < a := ha
  have hb' : 0 < b := hb
  have hK : 0 < C * q ^ 2 / L := by positivity
  have hx : 2 * a / L < 2 * b / L := div_lt_div_of_pos_right (by linarith) hL
  have h := profile_strictAntiOn (show 2 * a / L ∈ Ioi (0 : ℝ) from div_pos (by linarith) hL)
    (show 2 * b / L ∈ Ioi (0 : ℝ) from div_pos (by linarith) hL) hx
  rw [energy_eq_profile C q hL ha', energy_eq_profile C q hL hb']
  linarith [mul_lt_mul_of_pos_left h hK]

end

end NonlocalBorn
```

```lean
#print axioms NonlocalBorn.energy_eq_shell_average
#print axioms NonlocalBorn.nonlocal_born_regularization
#print axioms NonlocalBorn.small_radius_error
#print axioms NonlocalBorn.energy_strictMonoOn
```

```
'NonlocalBorn.energy_eq_shell_average' depends on axioms: [propext, Classical.choice, Quot.sound]
'NonlocalBorn.nonlocal_born_regularization' depends on axioms: [propext, Classical.choice, Quot.sound]
'NonlocalBorn.small_radius_error' depends on axioms: [propext, Classical.choice, Quot.sound]
'NonlocalBorn.energy_strictMonoOn' depends on axioms: [propext, Classical.choice, Quot.sound]
```

## From a mean-value argument to the squeeze

`pos_of_slope_pos` is the positivity principle used throughout. The mean value theorem supplies a point $c$ between $0$ and $x$ with $f(x)=f'(c)\,x$, and both factors are positive.

In `profile_bounds`, the facts `first`, `second` and `third` are the three successive inequalities for $e^{-x}$. The first comes from Mathlib's strict bound $y+1<e^y$ for $y\neq0$, taken at a negative argument; the other two apply `pos_of_slope_pos`, each using the preceding inequality as its slope condition. The closing steps clear the denominator $x^2$ and leave the arithmetic to `linarith` and `nlinarith`.

`profile_strictAntiOn` follows the derivative calculation: `hsign` proves $g(x)>0$, `hd` computes $h'(x)$, and a negative derivative on the positive half-line gives strict decrease.

`energy_eq_profile` is the change of variable to $x=2a/L$. The exponential is replaced by a free variable `e`, since the identity is purely algebraic. In `energy_eq_shell_average`, the step `hc` cancels the factor $s$ in the density against the $1/s$ in the kernel, `hF` provides an antiderivative, and the fundamental theorem of calculus evaluates the integral. This theorem connects the formula to its physical picture and is not used in the main proof.

`energy_sub_born` factors the difference from the local energy, as in the magnitude step, and uses $0<e^{-2a/L}<1$ to bound it on both sides.

The first half of `nonlocal_born_regularization` combines that lower bound on $E$ with the positivity of `profile`, and `abs_lt` turns the two-sided estimate into one on $|E(a)|$. For the limit, `hl` shows that the lower bound $1/2-x/6$ tends to $1/2$, and `hp` squeezes the profile between it and the constant $1/2$. Multiplying by $-Cq^2/L$ gives the limiting energy, and `energy_eq_profile` carries the result back to $E$ for positive radii.

Finally, `small_radius_error` turns the same profile bounds into the explicit estimate for small ions, and `energy_strictMonoOn` obtains the increase of $E$ from the decrease of $h$, the sign being reversed by the negative prefactor.
